# The determinant of overlaps between two equally long lists of orbitals from the same orthonormal family vanishes when the lists contain different sets of orbitals

Let `e` be an orthonormal family of orbitals in a complex inner product space, and let `a` and `b` each pick out a list of `N` of their indices, with repeats allowed. The lemma says that if the two lists do not contain the same set of indices, then the `N` × `N` matrix of overlaps ⟨e_{a(i)}, e_{b(j)}⟩ has determinant zero. The proof goes by cases: an orbital found only in the first list gives a row of zeros, and one found only in the second gives a column of zeros. If there is neither, the two index sets are equal, which contradicts the hypothesis.

An attempt in Lean 4 with a fault in it:

```lean
import Mathlib

open Equiv

namespace DetEqZeroOfRangeNe

noncomputable section

variable {E : Type*} [NormedAddCommGroup E] [InnerProductSpace ℂ E]
variable {ι : Type*} {N : ℕ}

/-- The matrix of one-particle overlaps `⟨φ_i, χ_j⟩` between two lists of `N` orbitals. -/
def overlapMatrix (φ χ : Fin N → E) : Matrix (Fin N) (Fin N) ℂ :=
  Matrix.of fun i j => inner ℂ (φ i) (χ j)

/-- For orthonormal orbitals, the determinant of one-particle overlaps vanishes when the two
index lists do not contain the same set of orbitals. -/
theorem det_eq_zero_of_range_ne {e : ι → E} (he : Orthonormal ℂ e) {a b : Fin N → ι}
    (h : Set.range a ≠ Set.range b) : (overlapMatrix (e ∘ a) (e ∘ b)).det = 0 := by
  by_cases hab : ∀ i, ∃ j, b j = a i
  · by_cases hba : ∀ j, ∃ i, a i = b j
    · exact absurd (Set.Subset.antisymm (Set.range_subset_iff.mpr hab)
        (Set.range_subset_iff.mpr hba)) h
    · -- an orbital occupied only in the ket gives a zero column
      simp only [not_forall, not_exists] at hba
      obtain ⟨j, hj⟩ := hba
      exact Matrix.det_eq_zero_of_column_eq_zero j fun i =>
        show inner ℂ (e (a i)) (e (b j)) = 0 from he.2 (hj i)
  · -- an orbital occupied only in the bra gives a zero row
    simp only [not_forall, not_exists] at hab
    obtain ⟨i, hi⟩ := hab
    exact Matrix.det_eq_zero_of_row_eq_zero i fun j =>
      show inner ℂ (e (a i)) (e (b j)) = 0 from he.2 (Ne.symm (hi j))

end

end DetEqZeroOfRangeNe
```

The compiler's answer:

```
Main.lean:23:8: error: Application type mismatch: The argument
  Set.range_subset_iff.mpr hba
has type
  (Set.range fun y i => a i = b y) ⊆ Exists
but is expected to have type
  Exists ⊆ Set.range fun y j => b j = a y
in the application
  Set.Subset.antisymm (Set.range_subset_iff.mpr hab) (Set.range_subset_iff.mpr hba)
```

The error is in the last of these cases, where the two index sets must be shown equal. Lean elaborates the first argument of `absurd` before `h` has told it which equality is meant, so the sets in `Set.Subset.antisymm` are still unknown. `Set.range_subset_iff.mpr hab` then has to find a function and a set for which "every value of the function lies in the set" matches `∀ i, ∃ j, b j = a i`. Lean takes the set to be `Exists` itself and the function to be the one sending `y` to the predicate `fun j => b j = a y`. The same happens with `hba`, and the two inclusions are no longer converses of each other, which is the mismatch reported.

The repair states the equality `Set.range a = Set.range b` first, as `hr`, so the sets are fixed from the start. Each inclusion is then proved element by element: after `rintro`, the goal is that `a i` lies in `Set.range b`, which by definition is what `hab i` says, and likewise for `hba j`. `absurd hr h` then closes the case.

The change, after which it compiles:

```diff
@@ -20,6 +20,11 @@
   by_cases hab : ∀ i, ∃ j, b j = a i
   · by_cases hba : ∀ j, ∃ i, a i = b j
-    · exact absurd (Set.Subset.antisymm (Set.range_subset_iff.mpr hab)
-        (Set.range_subset_iff.mpr hba)) h
+    · have hr : Set.range a = Set.range b := by
+        apply Set.Subset.antisymm
+        · rintro _ ⟨i, rfl⟩
+          exact hab i
+        · rintro _ ⟨j, rfl⟩
+          exact hba j
+      exact absurd hr h
     · -- an orbital occupied only in the ket gives a zero column
       simp only [not_forall, not_exists] at hba
```
